# Mean-field magnetization for K > 1: three, two or one solutions, depending on the applied field

A solver that iterates $m \leftarrow \tanh(Km+h)$ returns one magnetization and gives no sign of whether others exist. Below the mean-field critical temperature and in a weak enough field, two runs at the same temperature and field can converge to different answers if they start from different magnetizations, and a scan can lose a branch unnoticed. The number of solutions is fixed by comparing $|h|$ with an explicit threshold.

## The threshold field

Take an Ising ferromagnet with spins $s_i=\pm1$, $z$ neighbours per spin and energy $-Js_is_j$ for each neighbouring pair, counted once. Then $K=zJ/k_BT$ is the reduced coupling. The applied field gives each spin the energy $-k_BT\,h\,s_i$, which defines the reduced field $h$, and $m$ is the mean value of a spin. For $K>1$, which means below the mean-field critical temperature, define

$$u=\sqrt{1-\frac1K},\qquad a=\frac12\log\frac{1+u}{1-u},\qquad h_c=Ku-a.$$

Then $h_c>0$, and $m=\tanh(Km+h)$ has exactly three real solutions if $|h|<h_c$, two if $|h|=h_c$, and one if $|h|>h_c$. In the first case they satisfy $m_1<-u<m_2<u<m_3$.

## Brackets for a root finder

For this uniform mean-field model, with one magnetization shared by all spins, a code can use the count to decide how many roots to look for, and $\pm u$ to separate them. When $|h|<h_c$, the function $m-\tanh(Km+h)$ is negative at $-1$, positive at $-u$, negative at $u$ and positive at $1$, so bisection applies on each of the three intervals. Plain iteration is unsuitable for $m_2$: the map has slope $K(1-m_2^2)>1$ there and drives nearby iterates away.

## Counting through the total field

Since $\cosh^2x-\sinh^2x=1$, the derivative of $\tanh x$ is $1-\tanh^2x=1/\cosh^2x>0$. Hence $\tanh$ is strictly increasing and $|\tanh x|<1$.

Let $x=Km+h$ be the total field on a spin, and let

$$f(x)=x-K\tanh x.$$

If $m$ is a solution, then $m=\tanh x$ and $f(x)=h$. Conversely, if $f(x)=h$ and $m=\tanh x$, then $Km+h=x$, so $m$ is a solution. Different $x$ give different $m$, so it suffices to count the roots of $f(x)=h$.

From $e^{2a}=(1+u)/(1-u)$ follows

$$\tanh a=\frac{e^{2a}-1}{e^{2a}+1}=u.$$

Since $K(1-u^2)=1$,

$$f'(x)=1-K(1-\tanh^2x)=K(\tanh^2x-u^2).$$

So $f$ rises up to $-a$, falls from $-a$ to $a$, and rises again beyond. Its turning values are $f(-a)=Ku-a=h_c$ and $f(a)=-h_c$. The fall between them gives $h_c>0$.

Because $f(x)>x-K$, we have $f(|h|+K+a)>h$. By the intermediate value theorem, the upper branch $x>a$ therefore reaches every $h>-h_c$. As $f$ is odd, the lower branch $x<-a$ reaches every $h<h_c$. The middle branch covers $-h_c<h<h_c$. Monotonicity allows only one root per branch.

- For $|h|<h_c$, each branch contributes one root.
- For $h=h_c$, the lower and middle roots merge at $x=-a$, where $m=-u$, and the upper root remains.
- For $h>h_c$, only the upper root exists, since $f\le h_c$ for all $x\le a$.

Changing the signs of both $m$ and $h$ preserves the equation, which settles negative fields.

## The Lean file

```lean
import Mathlib

open Set

namespace MeanFieldHysteresis

noncomputable section

/-- The magnetizations `m` that solve the mean-field equation `m = tanh (K m + h)` at reduced
coupling `K` and reduced applied field `h`. -/
def solutions (K h : ℝ) : Set ℝ := {m | m = Real.tanh (K * m + h)}

/-- The spinodal magnetization `u = sqrt (1 - 1/K)`, for `K ≥ 1`. -/
def spinodalMag (K : ℝ) : ℝ := Real.sqrt (1 - 1 / K)

/-- The total field `(1/2) log ((1+u)/(1-u))` belonging to the spinodal magnetization `u`,
for `K ≥ 1`. -/
def spinodalField (K : ℝ) : ℝ :=
  1 / 2 * Real.log ((1 + spinodalMag K) / (1 - spinodalMag K))

/-- The coercive field `hc = K u - (1/2) log ((1+u)/(1-u))`, for `K ≥ 1`. -/
def coerciveField (K : ℝ) : ℝ :=
  K * spinodalMag K - 1 / 2 * Real.log ((1 + spinodalMag K) / (1 - spinodalMag K))

/-- The applied field `x - K tanh x` that is needed for a total field `x` on each spin. -/
def appliedField (K x : ℝ) : ℝ := x - K * Real.tanh x

/-- The response `tanh` of a single spin has slope `1 - tanh²`, stays below saturation, and
increases strictly with the field. -/
theorem tanh_response :
    (∀ x, HasDerivAt Real.tanh (1 - Real.tanh x ^ 2) x) ∧
      (∀ x, Real.tanh x ^ 2 < 1) ∧ StrictMono Real.tanh := by
  have hd : ∀ x, HasDerivAt Real.tanh (1 - Real.tanh x ^ 2) x := by
    intro x
    have hc := (Real.cosh_pos x).ne'
    have h := (Real.hasDerivAt_sinh x).fun_div (Real.hasDerivAt_cosh x) hc
    have e : Real.tanh = fun y => Real.sinh y / Real.cosh y :=
      funext Real.tanh_eq_sinh_div_cosh
    rw [← e] at h
    refine h.congr_deriv ?_
    rw [Real.tanh_eq_sinh_div_cosh, div_pow, eq_sub_iff_add_eq, ← add_div,
      div_eq_one_iff_eq (pow_ne_zero 2 hc)]
    ring
  have hb : ∀ x, Real.tanh x ^ 2 < 1 := by
    intro x
    rw [Real.tanh_eq_sinh_div_cosh, div_pow, div_lt_one (pow_pos (Real.cosh_pos x) 2)]
    linarith [Real.cosh_sq x]
  refine ⟨hd, hb, strictMono_of_deriv_pos fun x => ?_⟩
  rw [(hd x).deriv]
  linarith [hb x]

/-- The applied field changes with the total field at the rate `1 - K (1 - tanh² x)`. -/
theorem hasDerivAt_appliedField (K x : ℝ) :
    HasDerivAt (appliedField K) (1 - K * (1 - Real.tanh x ^ 2)) x :=
  (hasDerivAt_id' x).fun_sub ((tanh_response.1 x).const_mul K)

/-- For `K > 1` the spinodal magnetization `u` lies strictly between 0 and 1 and satisfies
`K (1 - u²) = 1`; the spinodal field is positive and produces the magnetization `u`. -/
theorem spinodal_point {K : ℝ} (hK : 1 < K) :
    0 < spinodalMag K ∧ spinodalMag K < 1 ∧ K * (1 - spinodalMag K ^ 2) = 1 ∧
      0 < spinodalField K ∧ Real.tanh (spinodalField K) = spinodalMag K := by
  have hK0 : 0 < K := by linarith
  have h1 : 1 / K < 1 := (div_lt_one hK0).2 hK
  have h2 : 0 < 1 / K := one_div_pos.2 hK0
  have hu : 0 < spinodalMag K := Real.sqrt_pos.2 (by linarith)
  have hsq : spinodalMag K ^ 2 = 1 - 1 / K := Real.sq_sqrt (by linarith)
  have hu1 : spinodalMag K < 1 := by nlinarith
  have hKu : K * (1 - spinodalMag K ^ 2) = 1 := by
    rw [hsq, sub_sub_cancel, mul_one_div_cancel hK0.ne']
  -- the logarithm inverts the hyperbolic tangent
  have hE : Real.exp (spinodalField K) ^ 2 * (1 - spinodalMag K) = 1 + spinodalMag K := by
    have h : Real.exp (spinodalField K) ^ 2 = (1 + spinodalMag K) / (1 - spinodalMag K) := by
      rw [pow_two, ← Real.exp_add, show spinodalField K + spinodalField K =
        Real.log ((1 + spinodalMag K) / (1 - spinodalMag K)) by unfold spinodalField; ring,
        Real.exp_log (div_pos (by linarith) (by linarith))]
    rw [h, div_mul_cancel₀ _ (sub_pos.2 hu1).ne']
  have hF : Real.exp (spinodalField K) * Real.exp (-spinodalField K) = 1 := by
    rw [← Real.exp_add, add_neg_cancel, Real.exp_zero]
  have ht : Real.tanh (spinodalField K) = spinodalMag K := by
    rw [Real.tanh_eq_sinh_div_cosh, div_eq_iff (Real.cosh_pos _).ne', Real.sinh_eq,
      Real.cosh_eq]
    linear_combination (Real.exp (-spinodalField K) / 2) * hE -
      (Real.exp (spinodalField K) * (1 - spinodalMag K) / 2) * hF
  refine ⟨hu, hu1, hKu, ?_, ht⟩
  rw [← tanh_response.2.2.lt_iff_lt, ht, Real.tanh_zero]
  exact hu

/-- For `K > 1` the applied field, as a function of the total field, rises up to minus the
spinodal field, falls between the two spinodal points, and rises again beyond. -/
theorem appliedField_branches {K : ℝ} (hK : 1 < K) :
    StrictMonoOn (appliedField K) (Iic (-spinodalField K)) ∧
      StrictAntiOn (appliedField K) (Icc (-spinodalField K) (spinodalField K)) ∧
      StrictMonoOn (appliedField K) (Ici (spinodalField K)) := by
  obtain ⟨hu, -, hKu, -, ht⟩ := spinodal_point hK
  have hK0 : 0 < K := by linarith
  have hm := tanh_response.2.2
  have hcont : Continuous (appliedField K) :=
    continuous_iff_continuousAt.2 fun x => (hasDerivAt_appliedField K x).continuousAt
  -- the sign of the slope is the sign of `tanh² x - u²`
  refine ⟨strictMonoOn_of_deriv_pos (convex_Iic _) hcont.continuousOn fun x hx => ?_,
    strictAntiOn_of_deriv_neg (convex_Icc _ _) hcont.continuousOn fun x hx => ?_,
    strictMonoOn_of_deriv_pos (convex_Ici _) hcont.continuousOn fun x hx => ?_⟩
  · rw [interior_Iic] at hx
    have h := hm (mem_Iio.1 hx)
    rw [Real.tanh_neg, ht] at h
    have h2 : spinodalMag K ^ 2 < Real.tanh x ^ 2 := by nlinarith
    rw [(hasDerivAt_appliedField K x).deriv]
    nlinarith [mul_pos hK0 (sub_pos.2 h2)]
  · rw [interior_Icc] at hx
    have h := hm hx.1
    have h' := hm hx.2
    rw [Real.tanh_neg, ht] at h
    rw [ht] at h'
    have h2 : Real.tanh x ^ 2 < spinodalMag K ^ 2 := by nlinarith
    rw [(hasDerivAt_appliedField K x).deriv]
    nlinarith [mul_pos hK0 (sub_pos.2 h2)]
  · rw [interior_Ici] at hx
    have h := hm (mem_Ioi.1 hx)
    rw [ht] at h
    have h2 : spinodalMag K ^ 2 < Real.tanh x ^ 2 := by nlinarith
    rw [(hasDerivAt_appliedField K x).deriv]
    nlinarith [mul_pos hK0 (sub_pos.2 h2)]

/-- For `K > 1` the applied field is `-hc` at the spinodal field and `hc` at minus the spinodal
field, and the coercive field `hc` is positive. -/
theorem turning_values {K : ℝ} (hK : 1 < K) :
    appliedField K (spinodalField K) = -coerciveField K ∧
      appliedField K (-spinodalField K) = coerciveField K ∧ 0 < coerciveField K := by
  obtain ⟨-, -, -, ha, ht⟩ := spinodal_point hK
  have e : coerciveField K = K * spinodalMag K - spinodalField K := rfl
  have h1 : appliedField K (spinodalField K) = -coerciveField K := by
    rw [appliedField, ht, e]; ring
  have h2 : appliedField K (-spinodalField K) = coerciveField K := by
    rw [appliedField, Real.tanh_neg, ht, e]; ring
  have h3 := (appliedField_branches hK).2.1 (left_mem_Icc.2 (by linarith))
    (right_mem_Icc.2 (by linarith)) (by linarith : -spinodalField K < spinodalField K)
  exact ⟨h1, h2, by linarith⟩

/-- For `K > 1`, every applied field above `-hc` is reached at some total field beyond the
spinodal field. -/
theorem exists_upper {K h : ℝ} (hK : 1 < K) (hh : -coerciveField K < h) :
    ∃ x, spinodalField K < x ∧ appliedField K x = h := by
  obtain ⟨-, -, -, ha, -⟩ := spinodal_point hK
  have hv := (turning_values hK).1
  have hcont : Continuous (appliedField K) :=
    continuous_iff_continuousAt.2 fun x => (hasDerivAt_appliedField K x).continuousAt
  -- `tanh` is bounded, so a large total field needs a large applied field
  have hb : h ≤ appliedField K (|h| + K + spinodalField K) := by
    have h1 := tanh_response.2.1 (|h| + K + spinodalField K)
    have h2 : Real.tanh (|h| + K + spinodalField K) < 1 := by nlinarith
    unfold appliedField
    nlinarith [le_abs_self h, mul_pos (by linarith : 0 < K) (sub_pos.2 h2)]
  obtain ⟨x, hx, e⟩ := intermediate_value_Icc
    (by linarith [abs_nonneg h] : spinodalField K ≤ |h| + K + spinodalField K)
    hcont.continuousOn ⟨by linarith, hb⟩
  refine ⟨x, lt_of_le_of_ne hx.1 ?_, e⟩
  rintro rfl
  linarith

/-- A magnetization solves the mean-field equation exactly when it is the response `tanh x` to
a total field `x` whose required applied field is `h`. -/
theorem mem_solutions_iff (K h m : ℝ) :
    m ∈ solutions K h ↔ ∃ x, Real.tanh x = m ∧ appliedField K x = h := by
  constructor
  · intro hm
    have hm' : m = Real.tanh (K * m + h) := hm
    refine ⟨K * m + h, hm'.symm, ?_⟩
    unfold appliedField
    linear_combination K * hm'
  · rintro ⟨x, rfl, hx⟩
    have hx' : x - K * Real.tanh x = h := hx
    change Real.tanh x = Real.tanh (K * Real.tanh x + h)
    rw [show K * Real.tanh x + h = x by linarith]

/-- For `K > 1` and `|h| < hc` the solutions are one magnetization below `-u`, one strictly
between `-u` and `u`, and one above `u`. -/
theorem solutions_inside_loop {K h : ℝ} (hK : 1 < K) (hh : |h| < coerciveField K) :
    ∃ m₁ m₂ m₃, m₁ < -spinodalMag K ∧ -spinodalMag K < m₂ ∧ m₂ < spinodalMag K ∧
      spinodalMag K < m₃ ∧ solutions K h = {m₁, m₂, m₃} := by
  obtain ⟨-, -, -, ha, ht⟩ := spinodal_point hK
  obtain ⟨va, vb, -⟩ := turning_values hK
  obtain ⟨lo, mid, up⟩ := appliedField_branches hK
  obtain ⟨hl, hr⟩ := abs_lt.1 hh
  have hm := tanh_response.2.2
  have hcont : Continuous (appliedField K) :=
    continuous_iff_continuousAt.2 fun x => (hasDerivAt_appliedField K x).continuousAt
  -- one total field on each branch
  obtain ⟨x₃, h₃, e₃⟩ := exists_upper hK hl
  obtain ⟨y, hy, ey⟩ := exists_upper (h := -h) hK (by linarith)
  have e₁ : appliedField K (-y) = h := by
    unfold appliedField at ey ⊢
    rw [Real.tanh_neg]
    linarith
  obtain ⟨x₂, h₂, e₂⟩ := intermediate_value_Icc'
    (by linarith : -spinodalField K ≤ spinodalField K) hcont.continuousOn
    (⟨by linarith, by linarith⟩ :
      h ∈ Icc (appliedField K (spinodalField K)) (appliedField K (-spinodalField K)))
  have h₂l : -spinodalField K < x₂ := lt_of_le_of_ne h₂.1 (by rintro rfl; linarith)
  have h₂r : x₂ < spinodalField K := lt_of_le_of_ne h₂.2 (by rintro rfl; linarith)
  have hn : Real.tanh (-spinodalField K) = -spinodalMag K := by rw [Real.tanh_neg, ht]
  refine ⟨Real.tanh (-y), Real.tanh x₂, Real.tanh x₃, hn ▸ hm (neg_lt_neg hy),
    hn ▸ hm h₂l, ht ▸ hm h₂r, ht ▸ hm h₃, ?_⟩
  ext m
  rw [mem_solutions_iff]
  simp only [mem_insert_iff, mem_singleton_iff]
  constructor
  · rintro ⟨x, rfl, hx⟩
    rcases le_total x (-spinodalField K) with h1 | h1
    · exact Or.inl (congrArg Real.tanh (lo.injOn (mem_Iic.2 h1)
        (mem_Iic.2 (neg_le_neg hy.le)) (hx.trans e₁.symm)))
    · rcases le_total x (spinodalField K) with h2 | h2
      · exact Or.inr (Or.inl (congrArg Real.tanh (mid.injOn (mem_Icc.2 ⟨h1, h2⟩) h₂
          (hx.trans e₂.symm))))
      · exact Or.inr (Or.inr (congrArg Real.tanh (up.injOn (mem_Ici.2 h2)
          (mem_Ici.2 h₃.le) (hx.trans e₃.symm))))
  · rintro (rfl | rfl | rfl)
    exacts [⟨_, rfl, e₁⟩, ⟨_, rfl, e₂⟩, ⟨_, rfl, e₃⟩]

/-- For `K > 1` and `h ≥ hc` there is a solution above `u`; at `h = hc` the only other solution
is `-u`, and for `h > hc` there is no other. -/
theorem solutions_at_and_beyond_spinodal {K h : ℝ} (hK : 1 < K) (hh : coerciveField K ≤ h) :
    ∃ m, spinodalMag K < m ∧ (h = coerciveField K → solutions K h = {-spinodalMag K, m}) ∧
      (coerciveField K < h → solutions K h = {m}) := by
  obtain ⟨-, -, -, ha, ht⟩ := spinodal_point hK
  obtain ⟨-, vb, hpos⟩ := turning_values hK
  obtain ⟨lo, mid, up⟩ := appliedField_branches hK
  obtain ⟨x₃, h₃, e₃⟩ := exists_upper (h := h) hK (by linarith)
  have hn : Real.tanh (-spinodalField K) = -spinodalMag K := by rw [Real.tanh_neg, ht]
  have hmem : -spinodalField K ∈ Icc (-spinodalField K) (spinodalField K) :=
    left_mem_Icc.2 (by linarith)
  -- a total field with applied field `h` is on the upper branch or at the spinodal point
  have key : ∀ x, appliedField K x = h →
      x = x₃ ∨ (x = -spinodalField K ∧ h = coerciveField K) := by
    intro x hx
    rcases le_total x (spinodalField K) with h2 | h2
    · right
      have hle : appliedField K x ≤ appliedField K (-spinodalField K) := by
        rcases le_total x (-spinodalField K) with h1 | h1
        · exact lo.monotoneOn (mem_Iic.2 h1) (mem_Iic.2 le_rfl) h1
        · exact mid.antitoneOn hmem (mem_Icc.2 ⟨h1, h2⟩) h1
      have he : h = coerciveField K := by linarith
      have hxe : appliedField K x = appliedField K (-spinodalField K) := by linarith
      refine ⟨?_, he⟩
      rcases le_total x (-spinodalField K) with h1 | h1
      · exact lo.injOn (mem_Iic.2 h1) (mem_Iic.2 le_rfl) hxe
      · exact mid.injOn (mem_Icc.2 ⟨h1, h2⟩) hmem hxe
    · exact Or.inl (up.injOn (mem_Ici.2 h2) (mem_Ici.2 h₃.le) (hx.trans e₃.symm))
  refine ⟨Real.tanh x₃, ht ▸ tanh_response.2.2 h₃, fun he => ?_, fun hlt => ?_⟩
  · ext m
    rw [mem_solutions_iff]
    simp only [mem_insert_iff, mem_singleton_iff]
    constructor
    · rintro ⟨x, rfl, hx⟩
      rcases key x hx with h1 | ⟨h1, -⟩
      · exact Or.inr (congrArg Real.tanh h1)
      · exact Or.inl ((congrArg Real.tanh h1).trans hn)
    · rintro (h1 | h1)
      · exact ⟨_, hn.trans h1.symm, vb.trans he.symm⟩
      · exact ⟨_, h1.symm, e₃⟩
  · ext m
    rw [mem_solutions_iff, mem_singleton_iff]
    constructor
    · rintro ⟨x, rfl, hx⟩
      rcases key x hx with h1 | ⟨-, h1⟩
      · exact congrArg Real.tanh h1
      · exact absurd h1 hlt.ne'
    · intro h1
      exact ⟨_, h1.symm, e₃⟩

/-- For `K > 1` the equation `m = tanh (K m + h)` has exactly three real solutions if `|h| < hc`,
exactly two if `|h| = hc`, and exactly one if `|h| > hc`. -/
theorem hysteresis_count {K : ℝ} (hK : 1 < K) (h : ℝ) :
    (|h| < coerciveField K → (solutions K h).ncard = 3) ∧
      (|h| = coerciveField K → (solutions K h).ncard = 2) ∧
      (coerciveField K < |h| → (solutions K h).ncard = 1) := by
  -- reversing field and magnetization together preserves the equation
  have hrev : ∀ g m, m ∈ solutions K g → -m ∈ solutions K (-g) := by
    intro g m hm
    have hm' : m = Real.tanh (K * m + g) := hm
    change -m = Real.tanh (K * -m + -g)
    rw [show K * -m + -g = -(K * m + g) by ring, Real.tanh_neg, ← hm']
  have hneg : (solutions K (-h)).ncard = (solutions K h).ncard := by
    have himg : solutions K (-h) = (fun m : ℝ => -m) '' solutions K h := by
      ext m
      constructor
      · intro hm
        have h1 := hrev _ _ hm
        rw [neg_neg] at h1
        exact ⟨-m, h1, neg_neg m⟩
      · rintro ⟨n, hn, rfl⟩
        exact hrev _ _ hn
    rw [himg, ncard_image_of_injective _ neg_injective]
  have habs : (solutions K |h|).ncard = (solutions K h).ncard := by
    rcases abs_choice h with e | e
    · rw [e]
    · rw [e, hneg]
  refine ⟨fun hh => ?_, fun hh => ?_, fun hh => ?_⟩
  · obtain ⟨m₁, m₂, m₃, h1, h2, h3, h4, e⟩ := solutions_inside_loop hK hh
    exact ncard_eq_three.2 ⟨m₁, m₂, m₃, (h1.trans h2).ne,
      ((h1.trans h2).trans (h3.trans h4)).ne, (h3.trans h4).ne, e⟩
  · obtain ⟨m, hm, e, -⟩ := solutions_at_and_beyond_spinodal hK hh.ge
    have hu := (spinodal_point hK).1
    rw [← habs, e hh, ncard_pair (by linarith : -spinodalMag K < m).ne]
  · obtain ⟨m, -, -, e⟩ := solutions_at_and_beyond_spinodal hK hh.le
    rw [← habs, e hh, ncard_singleton]

end

end MeanFieldHysteresis
```

```lean
#print axioms MeanFieldHysteresis.appliedField_branches
#print axioms MeanFieldHysteresis.hysteresis_count
```

```
'MeanFieldHysteresis.appliedField_branches' depends on axioms: [propext, Classical.choice, Quot.sound]
'MeanFieldHysteresis.hysteresis_count' depends on axioms: [propext, Classical.choice, Quot.sound]
```

## What is counted, and how the lemmas fit together

`solutions K h` is the set of real $m$ satisfying the equation. `spinodalMag`, `spinodalField`, `coerciveField` and `appliedField` are $u$, $a$, $h_c$ and $f$. In `hysteresis_count`, `ncard` counts distinct solutions, so the merged root at $|h|=h_c$ counts once. The only hypothesis is `1 < K`; `h` is any real number.

`tanh_response` and `hasDerivAt_appliedField` supply the derivatives, and `spinodal_point` proves the properties of $u$ and $a$. `appliedField_branches` turns the sign of $f'$ into monotonicity, with `nlinarith` comparing the squares. `turning_values` evaluates $f(\pm a)$, and `exists_upper` applies the intermediate value theorem on the upper branch.

`mem_solutions_iff` is the change of variable from $m$ to $x$. `solutions_inside_loop` finds one root per branch and uses `injOn` to exclude others; `solutions_at_and_beyond_spinodal` treats $h\ge h_c$. The final theorem counts these sets and uses `hrev`, the sign reversal, to reach negative $h$.

The theorem `hysteresis_count` concerns static solutions at fixed $K$ and $h$; it does not prove hysteresis. It contains no dynamics, no free energy and no statement about which solution is stable. The mean-field equation is taken as given, not derived from a spin Hamiltonian. The threshold $h_c$ is the limit of coexisting solutions in this model, not a prediction of a real magnet's coercivity. The count holds for real numbers; in floating point, two roots very close to merging may not be resolved.
